# A discrete Taylor formula with exact remainder on a uniform grid

I have values of a quantity at equally spaced points and nothing in between, so I treat them as a sequence $f(0), f(1), f(2),\dots$ and not as samples of a differentiable function. With the forward difference $(Df)(n)=f(n+1)-f(n)$ in place of the derivative, repeated summation by parts should give, for $1\le m\le n$,

$$f(n)=\sum_{k=0}^{m-1}\binom nk (D^kf)(0)+\sum_{j=0}^{n-m}\binom{n-1-j}{m-1}(D^mf)(j).$$

The first sum extrapolates from the start of the table, and the second is the exact error. Can this be made rigorous and machine-checked, with the index ranges right and a usable error bound?

## Summation by parts against a binomial weight

Yes. Treating the data as a sequence means that no smoothness is needed, and the whole argument rests on one identity. For any sequence $g$ and all $p,n\ge 0$,

$$\sum_{j<n}\binom{n-1-j}{p}g(j)=\binom n{p+1}g(0)+\sum_{j<n}\binom{n-1-j}{p+1}(Dg)(j).$$

Use induction on $n$. At $n=0$ both sides are zero. For $n+1$, split off the term $j=0$ on the left and apply the identity for $n$ to the shifted sequence $j\mapsto g(j+1)$:

$$\binom np g(0)+\binom n{p+1}g(1)+\sum_{j<n}\binom{n-1-j}{p+1}(Dg)(j+1).$$

Splitting off $j=0$ on the right gives

$$\binom{n+1}{p+1}g(0)+\binom n{p+1}\bigl(g(1)-g(0)\bigr)+\sum_{j<n}\binom{n-1-j}{p+1}(Dg)(j+1).$$

These agree because $\binom{n+1}{p+1}=\binom np+\binom n{p+1}$.

Now start from the telescoping sum $f(n)=f(0)+\sum_{j<n}(Df)(j)$, which is the formula for $m=1$ with the remainder taken over all $j<n$. If the formula holds for some $m$, put $g=D^mf$ and $p=m-1$ in the identity. The remainder becomes

$$\binom nm(D^mf)(0)+\sum_{j<n}\binom{n-1-j}{m}(D^{m+1}f)(j),$$

whose first term is the next term of the series. This is the formula for $m+1$. Finally, if $j>n-m$, then $n-1-j<m-1$ and the weight vanishes, so the sum may stop at $j=n-m$.

## Error bound and exactness

Setting $g=1$ in the identity gives the total weight $\sum_{j<n}\binom{n-1-j}{m-1}=\binom nm$. If $f$ is real and $|(D^mf)(j)|\le M$ for $0\le j\le n-m$, the triangle inequality bounds the error of the truncated series by $\binom nm M$.

The sequence $f(n)=\binom nm$ attains this bound with $M=1$. By Pascal's rule $D$ lowers the order of a binomial by one, so $D^mf=1$, while every lower difference vanishes at the origin. The truncated series is therefore zero and the error is $\binom nm$.

If $D^mf=0$ everywhere, the remainder vanishes and $f(n)=\sum_{k<m}\binom nk c_k$ with $c_k=(D^kf)(0)$. Conversely, each $D$ removes one term from such a sum and shifts the coefficients, so $m$ differences leave zero.

## What the Lean statements say

The type `E` is any additive commutative group, so the samples may be real numbers, force vectors or matrices. The expression `n.choose k • x` is an integer multiple of `x`, `fwd^[k] f` is $D^kf$, and `range m` runs over $0,\dots,m-1$. `newtonTaylor f m n` is the truncated series.

`discrete_taylor` is the formula asked for, with `hm` and `hn` expressing $1\le m\le n$. The condition `hn` matters at one corner: take $m=1$, $n=0$ and $f(i)=i$. Subtraction of natural numbers stops at zero in Lean, so the remainder keeps its $j=0$ term with weight one, and the formula would read $0=0+1$.

In `remainder_bound` the sequence is real, and `hM` bounds only the differences that enter the remainder. The constant `M` stands for how strongly the data vary at order $m$; it has to come from knowledge of the sampled quantity. For $n<m$ the condition is empty and the bound says that the series is exact.

For a potential curve or trajectory tabulated with uniform spacing, this controls forward-difference extrapolation at the grid points only, and says nothing about values between them. The spacing is absorbed into the index, and derivatives do not appear.

```lean
import Mathlib

open Finset

namespace DiscreteTaylor

variable {E : Type*} [AddCommGroup E]

/-- The forward difference of a sequence sampled on a grid of unit spacing. -/
def fwd (f : ℕ → E) (n : ℕ) : E := f (n + 1) - f n

/-- The Newton forward-difference series at the origin, truncated to its first `m` terms and
evaluated at the grid point `n`. -/
def newtonTaylor (f : ℕ → E) (m n : ℕ) : E :=
  ∑ k ∈ range m, n.choose k • (fwd^[k] f) 0

/-- Summation by parts against a binomial kernel: the sequence is replaced by its forward
difference, the kernel order rises by one, and a boundary term at the origin appears. -/
theorem sum_by_parts (g : ℕ → E) (p n : ℕ) :
    ∑ j ∈ range n, (n - 1 - j).choose p • g j =
      n.choose (p + 1) • g 0 + ∑ j ∈ range n, (n - 1 - j).choose (p + 1) • fwd g j := by
  induction n generalizing g with
  | zero => simp
  | succ n ih =>
    have idx : ∀ j, n - 1 - j = n - (j + 1) := by intro j; omega
    -- the induction hypothesis is used for the shifted sequence
    have h := ih (fun j => g (j + 1))
    simp only [fwd, idx, smul_sub] at h
    rw [sum_range_succ', sum_range_succ']
    simp only [fwd, Nat.add_sub_cancel, Nat.sub_zero, smul_sub]
    rw [h, Nat.choose_succ_succ' n p, add_smul]
    abel

/-- The discrete Taylor formula with the remainder summed over all grid points below `n`. -/
theorem taylor_full (f : ℕ → E) (p n : ℕ) :
    f n = newtonTaylor f (p + 1) n +
      ∑ j ∈ range n, (n - 1 - j).choose p • (fwd^[p + 1] f) j := by
  induction p with
  | zero =>
    -- order one is the telescoping sum
    have h := sum_range_sub f n
    simp only [newtonTaylor, zero_add, range_one, sum_singleton, Nat.choose_zero_right,
      one_smul, Function.iterate_zero, id_eq, Function.iterate_one, fwd]
    rw [h]
    abel
  | succ p ih =>
    -- one more summation by parts moves a term from the remainder to the series
    have h := sum_by_parts (fwd^[p + 1] f) p n
    have e : newtonTaylor f (p + 1 + 1) n =
        newtonTaylor f (p + 1) n + n.choose (p + 1) • (fwd^[p + 1] f) 0 :=
      sum_range_succ _ _
    rw [e, Function.iterate_succ_apply' fwd (p + 1) f, add_assoc, ← h]
    exact ih

/-- Discrete Taylor formula: for `1 ≤ m ≤ n`, the value `f n` is the Newton series truncated to
`m` terms plus a binomially weighted sum of the `m`-th differences at the points `0, …, n - m`. -/
theorem discrete_taylor (f : ℕ → E) {m n : ℕ} (hm : 1 ≤ m) (hn : m ≤ n) :
    f n = ∑ k ∈ range m, n.choose k • (fwd^[k] f) 0 +
      ∑ j ∈ range (n - m + 1), (n - 1 - j).choose (m - 1) • (fwd^[m] f) j := by
  obtain ⟨p, rfl⟩ : ∃ p, m = p + 1 := ⟨m - 1, by omega⟩
  have hs : ∑ j ∈ range (n - (p + 1) + 1), (n - 1 - j).choose p • (fwd^[p + 1] f) j =
      ∑ j ∈ range n, (n - 1 - j).choose p • (fwd^[p + 1] f) j := by
    apply sum_subset
    · intro j hj
      simp only [mem_range] at hj ⊢
      omega
    · -- beyond `n - m` the binomial weight vanishes
      intro j hj hj'
      simp only [mem_range] at hj hj'
      rw [Nat.choose_eq_zero_of_lt (by omega), zero_smul]
  rw [Nat.add_sub_cancel, hs]
  exact taylor_full f p n

/-- The weights of the remainder add up to a single binomial coefficient. -/
theorem sum_weights (p n : ℕ) :
    ∑ j ∈ range n, ((n - 1 - j).choose p : ℝ) = (n.choose (p + 1) : ℝ) := by
  have h := sum_by_parts (fun _ => (1 : ℝ)) p n
  simpa [fwd] using h

/-- If the `m`-th differences entering the remainder are bounded by `M`, the truncated Newton
series misses `f n` by at most `n.choose m * M`. -/
theorem remainder_bound (f : ℕ → ℝ) (m n : ℕ) (M : ℝ)
    (hM : ∀ j, j + m ≤ n → |(fwd^[m] f) j| ≤ M) :
    |f n - newtonTaylor f m n| ≤ n.choose m * M := by
  cases m with
  | zero => simpa [newtonTaylor] using hM n (by omega)
  | succ p =>
    have h := taylor_full f p n
    have h' : f n - newtonTaylor f (p + 1) n =
        ∑ j ∈ range n, (n - 1 - j).choose p • (fwd^[p + 1] f) j := by linarith
    rw [h', ← sum_weights p n, sum_mul]
    refine (abs_sum_le_sum_abs _ _).trans (sum_le_sum ?_)
    intro j hj
    rw [mem_range] at hj
    rw [nsmul_eq_mul, abs_mul, Nat.abs_cast]
    by_cases hjn : j + (p + 1) ≤ n
    · exact mul_le_mul_of_nonneg_left (hM j hjn) (Nat.cast_nonneg _)
    · rw [Nat.choose_eq_zero_of_lt (by omega)]
      simp

/-- Taking `k` forward differences lowers the order of a binomial sequence by `k`. -/
theorem iterate_fwd_choose (k r : ℕ) :
    fwd^[k] (fun n : ℕ => (n.choose (k + r) : ℝ)) = fun n : ℕ => (n.choose r : ℝ) := by
  induction k with
  | zero => simp
  | succ k ih =>
    have e : fwd (fun n : ℕ => (n.choose (k + 1 + r) : ℝ)) =
        fun n : ℕ => (n.choose (k + r) : ℝ) := by
      funext n
      simp only [fwd]
      rw [show k + 1 + r = k + r + 1 by omega, Nat.choose_succ_succ']
      push_cast
      ring
    rw [Function.iterate_succ_apply, e, ih]

/-- The binomial sequence of order `m` has all `m`-th differences equal to one, and its truncated
Newton series has error exactly `n.choose m` at every grid point. -/
theorem remainder_bound_sharp (m : ℕ) :
    (∀ j, (fwd^[m] (fun n : ℕ => (n.choose m : ℝ))) j = 1) ∧
    ∀ n : ℕ, |(n.choose m : ℝ) - newtonTaylor (fun i : ℕ => (i.choose m : ℝ)) m n| =
      n.choose m := by
  constructor
  · intro j
    have h := congrFun (iterate_fwd_choose m 0) j
    simpa using h
  · intro n
    -- all differences of order below `m` vanish at the origin
    have h0 : newtonTaylor (fun i : ℕ => (i.choose m : ℝ)) m n = 0 := by
      unfold newtonTaylor
      apply sum_eq_zero
      intro k hk
      rw [mem_range] at hk
      obtain ⟨r, rfl⟩ : ∃ r, m = k + (r + 1) := ⟨m - k - 1, by omega⟩
      rw [iterate_fwd_choose]
      simp
    rw [h0, sub_zero, Nat.abs_cast]

/-- The forward difference of a binomial expansion is the expansion with shifted coefficients. -/
theorem fwd_expansion (c : ℕ → E) (m : ℕ) :
    fwd (fun n => ∑ k ∈ range (m + 1), n.choose k • c k) =
      fun n => ∑ k ∈ range m, n.choose k • c (k + 1) := by
  funext n
  simp only [fwd]
  rw [sum_range_succ', sum_range_succ']
  simp only [Nat.choose_succ_succ', add_smul, sum_add_distrib, Nat.choose_zero_right]
  abel

/-- The `m`-th differences of a sequence vanish everywhere exactly when the sequence is a
combination of the binomial sequences of order below `m`. -/
theorem iterate_fwd_eq_zero_iff (f : ℕ → E) (m : ℕ) :
    (∀ j, (fwd^[m] f) j = 0) ↔
      ∃ c : ℕ → E, ∀ n, f n = ∑ k ∈ range m, n.choose k • c k := by
  constructor
  · intro h
    refine ⟨fun k => (fwd^[k] f) 0, fun n => ?_⟩
    cases m with
    | zero => simpa using h n
    | succ p =>
      -- the remainder of the Taylor formula is zero
      have ht := taylor_full f p n
      simp only [h, smul_zero, sum_const_zero, add_zero] at ht
      exact ht
  · rintro ⟨c, hc⟩
    induction m generalizing f c with
    | zero => intro j; simpa using hc j
    | succ m ih =>
      rw [Function.iterate_succ_apply]
      refine ih (fwd f) (fun k => c (k + 1)) (fun n => ?_)
      have e : f = fun n => ∑ k ∈ range (m + 1), n.choose k • c k := funext hc
      rw [e]
      exact congrFun (fwd_expansion c m) n

end DiscreteTaylor
```

```lean
#print axioms DiscreteTaylor.discrete_taylor
#print axioms DiscreteTaylor.remainder_bound
#print axioms DiscreteTaylor.remainder_bound_sharp
#print axioms DiscreteTaylor.iterate_fwd_eq_zero_iff
```

```
'DiscreteTaylor.discrete_taylor' depends on axioms: [propext, Classical.choice, Quot.sound]
'DiscreteTaylor.remainder_bound' depends on axioms: [propext, Classical.choice, Quot.sound]
'DiscreteTaylor.remainder_bound_sharp' depends on axioms: [propext, Classical.choice, Quot.sound]
'DiscreteTaylor.iterate_fwd_eq_zero_iff' depends on axioms: [propext, Classical.choice, Quot.sound]
```

## How the proof follows the calculation

`sum_by_parts` is the induction above. Generalizing over `g` makes the induction hypothesis available for the shifted sequence, `sum_range_succ'` splits off the term $j=0$, `Nat.choose_succ_succ'` is Pascal's rule, and `abel` collects the terms.

`taylor_full` does the induction on the order, written as $m=p+1$. Its base case uses the telescoping lemma `sum_range_sub`; its step uses `sum_by_parts` to move one term from the remainder into the series. `discrete_taylor` then shortens the range with `sum_subset`, since the omitted weights are zero.

`sum_weights` applies `sum_by_parts` to the constant sequence. `remainder_bound` combines it with the triangle inequality, treating points beyond $n-m$ separately because `hM` gives no bound there; the case $m=0$ is the hypothesis itself. `iterate_fwd_choose` computes the differences of binomial sequences, from which `remainder_bound_sharp` obtains equality.

In `iterate_fwd_eq_zero_iff`, the forward direction reads the coefficients off `taylor_full` with zero remainder. The converse is an induction on `m`, in which `fwd_expansion` supplies the shifted coefficients.
